# Mesh eigenvalues of modulus above $Lh\sqrt d/2$ keep a finite-band, $L$-Lipschitz Bloch Hamiltonian invertible at every momentum

## Can a node hide between the mesh points?

Let $H(k)$ be the Hermitian Bloch matrix of a lattice model at momentum $k\in\mathbb R^d$, with energies measured from the Fermi level. I diagonalise it on a cubic mesh of spacing $h$ and find no eigenvalue close to zero. But a Weyl node is a single point, and my mesh could straddle it. How far from zero must the mesh eigenvalues stay before I can exclude a zero-energy state at every momentum in between?

## A bound on the slope of $H$ sets the required gap

Write $\|k\|$ for the Euclidean norm of a momentum and $\|A\|$ for the operator norm of a matrix. The mesh consists of the points $hm$ with $m\in\mathbb Z^d$ and $h>0$. Suppose that there is a constant $L\ge 0$ with
$$\|H(k)-H(p)\|\le L\|k-p\|\qquad\text{for all }k,p.$$
Physically, $L$ limits how fast the Hamiltonian can change with momentum, and hence the band velocities (with $\hbar=1$). In a tight-binding model it can be bounded from the hopping amplitudes and distances.

If every eigenvalue at every mesh point has modulus above $Lh\sqrt d/2$, then $H(k)$ is invertible for all $k$. The gap on the mesh means this distance from zero; for a spectrum symmetric about zero it is half the separation between the bands on either side. For finite-band models with a known $L$, a scan of the whole mesh that passes this test proves that no node sits at the Fermi level.

### From a zero mode to a small mesh eigenvalue

**An approximate eigenstate has an eigenvalue nearby.** Let $A$ be Hermitian, $x\neq0$ and $\|Ax-Ex\|\le r\|x\|$, so that $r\ge0$. Take an orthonormal eigenbasis $b_i$ with $Ab_i=e_ib_i$. Then $\langle b_i,(A-E)x\rangle=(e_i-E)\langle b_i,x\rangle$. If all $|e_i-E|$ exceeded $r$, Parseval's identity would give
$$\|(A-E)x\|^2=\sum_i(e_i-E)^2|\langle b_i,x\rangle|^2>r^2\|x\|^2,$$
where the inequality is strict because some component of $x$ is nonzero. This contradicts the assumption, so some eigenvalue $\nu$ satisfies $|\nu-E|\le r$.

**A mesh point is nearby.** Let $m_i$ be the integer nearest to $k_i/h$. Then $|k_i-hm_i|\le h/2$, and summing $d$ squares gives $\|hm-k\|\le h\sqrt d/2$.

**The two facts combine.** If $H(k)x=Ex$ with $x\ne0$, use $x$ as a trial state at $hm$:
$$\|H(hm)x-Ex\|=\|(H(hm)-H(k))x\|\le L\,\frac{h\sqrt d}{2}\,\|x\|.$$
So $H(hm)$ has an eigenvalue within $Lh\sqrt d/2$ of $E$. With $E=0$ this contradicts the gap on the mesh. Hence $H(k)$ has no zero mode; it is injective and, in finite dimension, bijective.

**In one dimension the threshold is sharp.** The single band $L(k-h/2)$ takes the values $Lh(m-\tfrac12)$ on the mesh, with modulus at least $Lh/2$, yet it vanishes at $k=h/2$. "Above" therefore can't be weakened to "at least".

### Four momenta for a dimerised chain

Take $H(k)=(2+\cos k)\sigma_x+\sin k\,\sigma_y$, with energies $\pm|2+e^{ik}|$. Here $\|H(k)-H(p)\|=|e^{ik}-e^{ip}|\le|k-p|$, so $L=1$. For $h=\pi/2$, periodicity leaves the momenta $0,\pi/2,\pi,3\pi/2$, where $|E|=3,\sqrt5,1,\sqrt5$. The threshold is $\pi/4\approx0.785<1$, so four diagonalisations exclude a zero mode at every $k$. For $h=\pi$ the threshold is about $1.571$, and the test is inconclusive although the chain is gapped.

### What the Lean statements say

`Momentum d` is $\mathbb R^d$ with the Euclidean norm, and `meshPoint h m` is $hm$. A Hamiltonian is a continuous linear map `V →L[ℂ] V` on a complex inner product space, so its norm is the operator norm; $n\times n$ matrices are the case $V=\mathbb C^n$. `IsBandEnergy A E` says that the real number $E$ has a nonzero eigenvector, which loses nothing for Hermitian operators. `IsLipschitzBloch L H` collects Hermiticity and the bound with $L$.

The main theorem, `invertible_of_mesh_gap`, assumes finitely many bands through `FiniteDimensional ℂ V`. The constant $L$ is an input, and the gap is required on the whole infinite mesh; periodicity of $H$ is not assumed. The conclusion concerns energy zero only: bands may still cross at other energies. `linearBand_sharp` treats $d=1$, with a band that is not periodic.

```lean
import Mathlib

open Finset

namespace SemimetalMeshCertificate

noncomputable section

/-- Crystal momentum in `d` dimensions, with the Euclidean norm. -/
abbrev Momentum (d : ℕ) := EuclideanSpace ℝ (Fin d)

/-- The point of the cubic mesh of spacing `h` with integer labels `m`. -/
def meshPoint {d : ℕ} (h : ℝ) (m : Fin d → ℤ) : Momentum d :=
  WithLp.toLp 2 (fun i => h * (m i : ℝ))

variable {d : ℕ} {V : Type*} [NormedAddCommGroup V] [InnerProductSpace ℂ V]

/-- `E` is a real eigenvalue of the operator `A`. -/
def IsBandEnergy (A : V →L[ℂ] V) (E : ℝ) : Prop :=
  ∃ x : V, x ≠ 0 ∧ A x = (E : ℂ) • x

/-- A family of Hermitian Bloch Hamiltonians whose operator norm distance is at most `L`
times the distance of the momenta. -/
structure IsLipschitzBloch (L : ℝ) (H : Momentum d → V →L[ℂ] V) : Prop where
  hermitian : ∀ k x y, inner ℂ (H k x) y = inner ℂ x (H k y)
  lipschitz : ∀ k p, ‖H k - H p‖ ≤ L * ‖k - p‖

/-- If a nonzero trial state solves the eigenvalue equation of a Hermitian operator on a
finite-dimensional space at energy `E` up to a relative residual `r`, then some eigenvalue lies
within `r` of `E`. -/
theorem exists_energy_near [FiniteDimensional ℂ V] (A : V →L[ℂ] V)
    (hA : ∀ x y, inner ℂ (A x) y = inner ℂ x (A y)) {x : V} (hx : x ≠ 0) {E r : ℝ}
    (hr : ‖A x - (E : ℂ) • x‖ ≤ r * ‖x‖) :
    ∃ ν : ℝ, IsBandEnergy A ν ∧ |ν - E| ≤ r := by
  have hS : (A : V →ₗ[ℂ] V).IsSymmetric := fun x y => hA x y
  obtain ⟨b, e, hb⟩ : ∃ (b : OrthonormalBasis (Fin (Module.finrank ℂ V)) ℂ V)
      (e : Fin (Module.finrank ℂ V) → ℝ), ∀ i, A (b i) = (e i : ℂ) • b i :=
    ⟨hS.eigenvectorBasis rfl, hS.eigenvalues rfl, fun i => hS.apply_eigenvectorBasis rfl i⟩
  by_contra hcon
  have hgap : ∀ i, r < |e i - E| := fun i => lt_of_not_ge fun hle =>
    hcon ⟨e i, ⟨b i, b.orthonormal.ne_zero i, hb i⟩, hle⟩
  have hxpos : 0 < ‖x‖ := norm_pos_iff.mpr hx
  have hr0 : 0 ≤ r := nonneg_of_mul_nonneg_left ((norm_nonneg _).trans hr) hxpos
  -- Parseval's identity in the eigenbasis
  have hp : ∀ y : V, ∑ i, ‖inner ℂ (b i) y‖ ^ 2 = ‖y‖ ^ 2 := by
    intro y
    rw [← b.repr.norm_map y, EuclideanSpace.norm_sq_eq]
    simp only [OrthonormalBasis.repr_apply_apply]
  -- each component of the residual carries the factor `e i - E`
  have hc : ∀ i, ‖inner ℂ (b i) (A x - (E : ℂ) • x)‖ ^ 2
      = (e i - E) ^ 2 * ‖inner ℂ (b i) x‖ ^ 2 := by
    intro i
    have h1 : inner ℂ (b i) (A x - (E : ℂ) • x)
        = ((e i - E : ℝ) : ℂ) * inner ℂ (b i) x := by
      rw [inner_sub_right, ← hA, hb, inner_smul_left, inner_smul_right, Complex.conj_ofReal]
      push_cast
      ring
    rw [h1, norm_mul, Complex.norm_real, mul_pow, Real.norm_eq_abs, sq_abs]
  have hsq : ∀ i, r ^ 2 < (e i - E) ^ 2 := by
    intro i
    have h1 := pow_lt_pow_left₀ (hgap i) hr0 two_ne_zero
    rwa [sq_abs] at h1
  have hne : ∑ i, ‖inner ℂ (b i) x‖ ^ 2 ≠ 0 := by
    rw [hp]
    exact (pow_pos hxpos 2).ne'
  obtain ⟨j, _, hj⟩ := Finset.exists_ne_zero_of_sum_ne_zero hne
  have hlt : ∑ i, r ^ 2 * ‖inner ℂ (b i) x‖ ^ 2
      < ∑ i, ‖inner ℂ (b i) (A x - (E : ℂ) • x)‖ ^ 2 := by
    refine Finset.sum_lt_sum (fun i _ => ?_) ⟨j, Finset.mem_univ j, ?_⟩
    · rw [hc]
      exact mul_le_mul_of_nonneg_right (hsq i).le (sq_nonneg _)
    · rw [hc]
      exact mul_lt_mul_of_pos_right (hsq j) (lt_of_le_of_ne (sq_nonneg _) (Ne.symm hj))
  rw [← Finset.mul_sum, hp, hp] at hlt
  have h2 := pow_le_pow_left₀ (norm_nonneg _) hr 2
  rw [mul_pow] at h2
  linarith

/-- Every momentum lies within half a cell diagonal, `h √d / 2`, of a point of the mesh of
spacing `h > 0`. -/
theorem exists_mesh_near {h : ℝ} (hh : 0 < h) (k : Momentum d) :
    ∃ m : Fin d → ℤ, ‖meshPoint h m - k‖ ≤ h * Real.sqrt d / 2 := by
  refine ⟨fun i => round (k i / h), ?_⟩
  rw [norm_sub_rev]
  refine (sq_le_sq₀ (norm_nonneg _) (by positivity)).1 ?_
  rw [EuclideanSpace.norm_sq_eq]
  calc _ ≤ ∑ _i : Fin d, (h / 2) ^ 2 := by
        refine Finset.sum_le_sum fun i _ => ?_
        change ‖k i - h * (round (k i / h) : ℝ)‖ ^ 2 ≤ (h / 2) ^ 2
        have e : k i - h * (round (k i / h) : ℝ) = h * (k i / h - (round (k i / h) : ℝ)) := by
          have h1 : h * (k i / h) = k i := by field_simp
          rw [mul_sub, h1]
        have h2 := mul_le_mul_of_nonneg_left (abs_sub_round (k i / h)) hh.le
        rw [Real.norm_eq_abs, e, abs_mul, abs_of_pos hh]
        exact pow_le_pow_left₀ (by positivity) (by linarith) 2
    _ = (h * Real.sqrt d / 2) ^ 2 := by
        rw [div_pow (h * Real.sqrt d), mul_pow, Real.sq_sqrt (Nat.cast_nonneg d),
          Finset.sum_const, Finset.card_univ, Fintype.card_fin, nsmul_eq_mul]
        ring

/-- For a Hermitian family `H` with finitely many bands and Lipschitz constant `L ≥ 0` in the
operator norm, every band energy at any momentum lies within `L h √d / 2` of a band energy at some
point of the mesh of spacing `h > 0`. -/
theorem energy_near_mesh [FiniteDimensional ℂ V] {L h : ℝ} (hL : 0 ≤ L) (hh : 0 < h)
    {H : Momentum d → V →L[ℂ] V} (hH : IsLipschitzBloch L H) {k : Momentum d} {E : ℝ}
    (hE : IsBandEnergy (H k) E) :
    ∃ (m : Fin d → ℤ) (ν : ℝ), IsBandEnergy (H (meshPoint h m)) ν ∧
      |ν - E| ≤ L * h * Real.sqrt d / 2 := by
  obtain ⟨x, hx, hxE⟩ := hE
  obtain ⟨m, hm⟩ := exists_mesh_near hh k
  -- the eigenstate at `k` serves as trial state at the mesh point
  have hres : ‖H (meshPoint h m) x - (E : ℂ) • x‖ ≤ L * h * Real.sqrt d / 2 * ‖x‖ := by
    rw [← hxE]
    have h1 : ‖H (meshPoint h m) x - H k x‖ ≤ ‖H (meshPoint h m) - H k‖ * ‖x‖ :=
      (H (meshPoint h m) - H k).le_opNorm x
    have h2 := hH.lipschitz (meshPoint h m) k
    have h3 := mul_le_mul_of_nonneg_left hm hL
    exact h1.trans (mul_le_mul_of_nonneg_right (by linarith) (norm_nonneg x))
  obtain ⟨ν, hν, hd⟩ := exists_energy_near _ (hH.hermitian _) hx hres
  exact ⟨m, ν, hν, hd⟩

/-- Let `H` be a Hermitian family with finitely many bands and Lipschitz constant `L ≥ 0` in the
operator norm. If every eigenvalue on the mesh of spacing `h > 0` has modulus above `L h √d / 2`,
then the Bloch Hamiltonian is invertible at every momentum. -/
theorem invertible_of_mesh_gap [FiniteDimensional ℂ V] {L h : ℝ} (hL : 0 ≤ L) (hh : 0 < h)
    {H : Momentum d → V →L[ℂ] V} (hH : IsLipschitzBloch L H)
    (hmesh : ∀ m ν, IsBandEnergy (H (meshPoint h m)) ν → L * h * Real.sqrt d / 2 < |ν|)
    (k : Momentum d) : Function.Bijective (H k) := by
  have hinj : Function.Injective (H k : V →ₗ[ℂ] V) := by
    refine (injective_iff_map_eq_zero _).2 fun x hx => ?_
    by_contra hne
    -- a zero mode at `k` would force a small eigenvalue on the mesh
    have h0 : IsBandEnergy (H k) 0 := ⟨x, hne, by
      rw [Complex.ofReal_zero, zero_smul]
      exact hx⟩
    obtain ⟨m, ν, hν, hd⟩ := energy_near_mesh hL hh hH h0
    rw [sub_zero] at hd
    exact absurd hd (not_le_of_gt (hmesh m ν hν))
  exact ⟨hinj, LinearMap.injective_iff_surjective.1 hinj⟩

/-- The one-band Hamiltonian `L (k - h / 2)` in one dimension. -/
def linearBand (L h : ℝ) (k : Momentum 1) : ℂ →L[ℂ] ℂ :=
  ((L * (k 0 - h / 2) : ℝ) : ℂ) • ContinuousLinearMap.id ℂ ℂ

/-- For `L ≥ 0` the linear band has Lipschitz constant `L` and modulus at least `L h / 2` on the
whole mesh, yet it is not invertible at `k = h / 2`. -/
theorem linearBand_sharp {L h : ℝ} (hL : 0 ≤ L) :
    IsLipschitzBloch L (linearBand L h) ∧
      (∀ m ν, IsBandEnergy (linearBand L h (meshPoint h m)) ν → L * h / 2 ≤ |ν|) ∧
      ¬ Function.Bijective (linearBand L h (WithLp.toLp 2 (fun _ => h / 2))) := by
  refine ⟨⟨fun k x y => ?_, fun k p => ?_⟩, fun m ν hν => ?_, fun hb => ?_⟩
  · change inner ℂ (((L * (k 0 - h / 2) : ℝ) : ℂ) • x) y
      = inner ℂ x (((L * (k 0 - h / 2) : ℝ) : ℂ) • y)
    rw [inner_smul_left, inner_smul_right, Complex.conj_ofReal]
  · have h1 : |k 0 - p 0| ≤ ‖k - p‖ := PiLp.norm_apply_le (k - p) 0
    unfold linearBand
    rw [← sub_smul, norm_smul, ContinuousLinearMap.norm_id, mul_one, ← Complex.ofReal_sub,
      Complex.norm_real, Real.norm_eq_abs, ← mul_sub, sub_sub_sub_cancel_right, abs_mul,
      abs_of_nonneg hL]
    exact mul_le_mul_of_nonneg_left h1 hL
  · obtain ⟨x, hx, h1⟩ := hν
    change ((L * (h * (m 0 : ℝ) - h / 2) : ℝ) : ℂ) * x = (ν : ℂ) * x at h1
    have h2 : L * (h * (m 0 : ℝ) - h / 2) = ν :=
      Complex.ofReal_injective (mul_right_cancel₀ hx h1)
    -- no integer lies strictly between 0 and 1
    have h3 : (0 : ℤ) ≤ m 0 * (m 0 - 1) := by
      rcases le_or_gt (m 0) 0 with hm | hm <;> nlinarith
    have h4 : (0 : ℝ) ≤ (m 0 : ℝ) * ((m 0 : ℝ) - 1) := by exact_mod_cast h3
    have h5 : (h / 2) ^ 2 ≤ (h * (m 0 : ℝ) - h / 2) ^ 2 := by
      nlinarith [mul_nonneg (sq_nonneg h) h4]
    have h6 := mul_le_mul_of_nonneg_left ((le_abs_self _).trans (sq_le_sq.1 h5)) hL
    rw [← h2, abs_mul, abs_of_nonneg hL]
    linarith
  · exact one_ne_zero (hb.1 (a₁ := (1 : ℂ)) (a₂ := 0) (by simp [linearBand]))

end

end SemimetalMeshCertificate
```

```lean
#print axioms SemimetalMeshCertificate.invertible_of_mesh_gap
#print axioms SemimetalMeshCertificate.linearBand_sharp
```

```
'SemimetalMeshCertificate.invertible_of_mesh_gap' depends on axioms: [propext, Classical.choice, Quot.sound]
'SemimetalMeshCertificate.linearBand_sharp' depends on axioms: [propext, Classical.choice, Quot.sound]
```

### How the lemmas carry the argument

`exists_energy_near` is the statement about approximate eigenstates. After `by_contra`, `hgap` says that every $e_i$ is farther than $r$ from $E$; `hp` is Parseval's identity, `hc` computes the components of the residual, and `Finset.sum_lt_sum` gives the strict inequality. `exists_mesh_near` rounds each coordinate, with `abs_sub_round` supplying the bound $1/2$, and compares squared norms.

In `energy_near_mesh`, rewriting with `← hxE` replaces $Ex$ by $H(k)x$, and `le_opNorm` then brings in the operator norm. `invertible_of_mesh_gap` applies this to a supposed zero mode and passes from injective to surjective by `LinearMap.injective_iff_surjective`.

For `linearBand_sharp`, the integer inequality $m(m-1)\ge0$ gives $(hm-h/2)^2\ge(h/2)^2$. Bijectivity fails at $h/2$ because $1$ and $0$ have the same image.

The device that deserves a closer look is `eigenvectorBasis`, Mathlib's spectral theorem for symmetric maps. Given `hS`, it returns an orthonormal basis indexed by `Fin (Module.finrank ℂ V)`; the argument `rfl` fixes the number of basis vectors as the dimension itself. Its companions `eigenvalues` and `apply_eigenvectorBasis` supply the real numbers $e_i$ and the equations $Ab_i=e_ib_i$. The `obtain` step keeps just these three items, `b`, `e` and `hb`, so the rest of the proof reads like the calculation in an eigenbasis above.
